# On an N-site ring with interaction V(m−n), plane-wave two-electron integrals vanish unless wavenumber is conserved modulo N

Q: Take two sites, $m=0,1$, with orbitals $C_{m0}=1/\sqrt2$ and $C_{m1}=(-1)^m/\sqrt2$, and an interaction $V(m-n)$ between site densities, with $V(-1)=V(1)$. Write
$$(ab|cd)=\sum_{m,n}C_{ma}^*C_{mb}\,V(m-n)\,C_{nc}^*C_{nd}.$$
Then $(01|00)=\tfrac14\sum_m(-1)^m\,[V(0)+V(1)]=0$, while $(01|01)=\tfrac14\sum_{m,n}(-1)^{m+n}V(m-n)=\tfrac12[V(0)-V(1)]$. Does the same cancellation work for $N$ sites?

A: Yes, if the sites form a ring, so that $m-n$ is read modulo $N$. Let $\omega=e^{2\pi i/N}$ and $C_{mk}=\omega^{km}/\sqrt N$. On one site, $C_{ma}^*C_{mb}=\omega^{m(b-a)}/N$. Set $r=m-n$ and $q=b-a+d-c$. Since $m(b-a)+n(d-c)=r(b-a)+nq$,
$$(ab|cd)=\frac1{N^2}\Big[\sum_r V(r)\,\omega^{r(b-a)}\Big]\Big[\sum_n\omega^{nq}\Big].$$
If $q=0$ modulo $N$, the last sum is $N$. Otherwise $\omega^q\neq1$, and the geometric sum is $(\omega^{qN}-1)/(\omega^q-1)=0$. So the integral is $\frac1N\sum_m V(m)\,\omega^{m(b-a)}$ if $a+c=b+d$ modulo $N$, and zero otherwise. For $N=1$ it is just $V(0)$.

Q: How does the Lean file represent the ring?

A: Sites and orbital labels are both elements of `ZMod N`, the integers modulo $N$, and `NeZero N` excludes only $N=0$. The symbol `χ` is the standard character, $χ(x)=\omega^x$.

```lean
import Mathlib

open scoped ComplexConjugate

namespace RingHypercontraction

noncomputable section

variable {N : ℕ} [NeZero N]

local notation "χ" => ZMod.stdAddChar
```

The phase is an explicit exponential. It takes an integer wavenumber `j` and the representative `m.val` between $0$ and $N-1$.

```lean
/-- The phase `exp(2πi j m / N)` of a wave with integer wavenumber `j` at site `m` of the ring. -/
def phase (m : ZMod N) (j : ℤ) : ℂ :=
  Complex.exp (2 * Real.pi * Complex.I * j * (m.val : ℂ) / N)
```

In `orbital m k` the site comes first and the orbital label second.

```lean
/-- The ring orbital `C_mk = exp(2πi k m / N) / √N`. -/
def orbital (m k : ZMod N) : ℂ := phase m (k.val : ℤ) / (Real.sqrt N : ℂ)
```

The integral allows any core matrix $Z(m,n)$, with the conjugates on $a$ and $c$.

```lean
/-- The two-electron integral `(ab|cd)` in hypercontracted form, with the sites as grid points
and core matrix `Z`. -/
def integral (Z : ZMod N → ZMod N → ℂ) (a b c d : ZMod N) : ℂ :=
  ∑ m, ∑ n, conj (orbital m a) * orbital m b * Z m n * conj (orbital n c) * orbital n d
```

Q: That is tensor hypercontraction with the sites as grid points. For a molecule it is usually a fit.

A: Here it is exact because the model contains only site densities. Overlap densities between different sites are neglected from the start, and $V$ is given, not derived from the Coulomb operator. It may be complex and need not be symmetric. Spin does not appear.

Q: Labels are cyclic, but `b.val - a.val` can be negative. Is the phase well defined?

A: Changing the wavenumber by $N$ multiplies the phase by $\omega^{Nm}=1$. The first lemma therefore identifies it with $χ(m(b-a))$.

```lean
/-- The phase with wavenumber `b - a` is a value of the standard character of the ring. -/
theorem phase_sub (m a b : ZMod N) :
    phase m ((b.val : ℤ) - (a.val : ℤ)) = χ (m * (b - a)) := by
  have h : ((((b.val : ℤ) - (a.val : ℤ)) * (m.val : ℤ) : ℤ) : ZMod N) = m * (b - a) := by
    simp only [Int.cast_mul, Int.cast_sub, Int.cast_natCast, ZMod.natCast_zmod_val]
    ring
  rw [← h, ZMod.stdAddChar_coe]
  unfold phase
  congr 1
  simp only [Int.cast_mul, Int.cast_sub, Int.cast_natCast]
  ring
```

The next lemma is the geometric sum. Primitivity of the character plays the part of $\omega^q\neq1$.

```lean
/-- The phases of wavenumber `q` add up to `N` over the ring if `q = 0`, and to zero otherwise. -/
theorem character_sum (q : ZMod N) :
    ∑ n : ZMod N, χ (n * q) = if q = 0 then (N : ℂ) else 0 := by
  rw [AddChar.sum_mulShift q (ZMod.isPrimitive_stdAddChar N)]
  split_ifs <;> simp [ZMod.card]
```

Then comes the one-site product, where the two square roots combine to $N$.

```lean
omit [NeZero N] in
/-- On a site, the conjugate of orbital `a` times orbital `b` is `1 / N` times the plane wave with
wavenumber `b - a`. -/
theorem pair_density (m a b : ZMod N) :
    conj (orbital m a) * orbital m b = phase m ((b.val : ℤ) - (a.val : ℤ)) / N := by
  have hs : (Real.sqrt N : ℂ) * (Real.sqrt N : ℂ) = N := by
    rw [← Complex.ofReal_mul, Real.mul_self_sqrt (Nat.cast_nonneg N), Complex.ofReal_natCast]
  unfold orbital phase
  rw [map_div₀, Complex.conj_ofReal, div_mul_div_comm, hs, ← Complex.exp_conj,
    ← Complex.exp_add]
  congr 2
  simp only [map_div₀, map_mul, Complex.conj_I, Complex.conj_ofReal, map_natCast,
    map_ofNat, Int.cast_sub, Int.cast_natCast]
  ring
```

Applying it to both electrons gives a double Fourier sum for any core.

```lean
/-- The integral is a double Fourier sum of the core matrix. -/
theorem integral_eq_fourier (Z : ZMod N → ZMod N → ℂ) (a b c d : ZMod N) :
    integral Z a b c d =
      (∑ m, χ (m * (b - a)) * ∑ n, χ (n * (d - c)) * Z m n) / (N : ℂ) ^ 2 := by
  unfold integral
  rw [Finset.sum_div]
  refine Finset.sum_congr rfl fun m _ => ?_
  rw [Finset.mul_sum, Finset.sum_div]
  refine Finset.sum_congr rfl fun n _ => ?_
  have h1 := pair_density m a b
  have h2 := pair_density n c d
  rw [phase_sub] at h1 h2
  calc _ = (conj (orbital m a) * orbital m b) * (conj (orbital n c) * orbital n d) * Z m n := by
        ring
    _ = _ := by rw [h1, h2]; ring
```

Q: And the substitution $r=m-n$?

A: It is `Equiv.subRight n` inside `key`, after the order of summation has been exchanged. The two cases of `character_sum` then give the two branches of the result.

```lean
/-- For an interaction `V(m - n)` the integral `(ab|cd)` is a Fourier sum of `V` at wavenumber
`b - a` if `a + c = b + d` modulo `N`, and zero otherwise. -/
theorem integral_translation_invariant (V : ZMod N → ℂ) (a b c d : ZMod N) :
    integral (fun m n => V (m - n)) a b c d =
      if a + c = b + d then
        1 / (N : ℂ) * ∑ m, V m * phase m ((b.val : ℤ) - (a.val : ℤ))
      else 0 := by
  have hN : (N : ℂ) ≠ 0 := Nat.cast_ne_zero.mpr (NeZero.ne N)
  -- the relative coordinate separates from the position of the second electron
  have key : ∑ m, χ (m * (b - a)) * ∑ n, χ (n * (d - c)) * V (m - n) =
      (∑ r, V r * χ (r * (b - a))) * ∑ n : ZMod N, χ (n * (b - a + (d - c))) := by
    simp_rw [Finset.mul_sum]
    rw [Finset.sum_comm]
    refine Finset.sum_congr rfl fun n _ => ?_
    rw [Finset.sum_mul]
    refine Fintype.sum_equiv (Equiv.subRight n) _ _ fun m => ?_
    change _ = V (m - n) * χ ((m - n) * (b - a)) * χ (n * (b - a + (d - c)))
    have h : χ (m * (b - a)) * χ (n * (d - c)) =
        χ ((m - n) * (b - a)) * χ (n * (b - a + (d - c))) := by
      rw [← AddChar.map_add_eq_mul, ← AddChar.map_add_eq_mul]
      congr 1
      ring
    linear_combination V (m - n) * h
  rw [integral_eq_fourier, key, character_sum]
  by_cases h : a + c = b + d
  · have h0 : b - a + (d - c) = 0 := by linear_combination -h
    rw [if_pos h0, if_pos h]
    simp only [phase_sub]
    field_simp
  · have h0 : ¬ b - a + (d - c) = 0 := fun h0 => h (by linear_combination -h0)
    rw [if_neg h0, if_neg h, mul_zero, zero_div]
```

For an interaction $V(m-n)$ on the ring, $a$, $b$ and $c$ therefore fix the one $d$ for which the integral can be nonzero, so at most $N^3$ of the $N^4$ integrals are nonzero.

Q: Could some other core obey the same selection rule by accident?

A: No, provided the rule holds for all labels. Fourier inversion on the ring follows from the character sum:

```lean
/-- Fourier inversion on the ring: a function on the sites is recovered from its transform. -/
theorem fourier_inversion (f : ZMod N → ℂ) (x : ZMod N) :
    ∑ b, (∑ m, χ (m * b) * f m) * χ (-(x * b)) = N * f x := by
  have h : ∀ m, ∑ b, χ (m * b) * f m * χ (-(x * b)) = if m = x then N * f m else 0 := by
    intro m
    have h1 : ∀ b, χ (m * b) * f m * χ (-(x * b)) = f m * χ (b * (m - x)) := by
      intro b
      rw [show b * (m - x) = m * b + -(x * b) by ring, AddChar.map_add_eq_mul]
      ring
    simp only [h1]
    rw [← Finset.mul_sum, character_sum]
    simp only [sub_eq_zero]
    split_ifs <;> ring
  simp_rw [Finset.sum_mul]
  rw [Finset.sum_comm]
  simp only [h, Finset.sum_ite_eq', Finset.mem_univ, if_true]
```

Using it once per electron recovers the core from the integrals with $a=c=0$:
$$Z(x,y)=\sum_{b,d}(0b|0d)\,\omega^{-xb-yd}.$$

```lean
/-- The core matrix is recovered from the integrals `(0b|0d)`. -/
theorem core_reconstruction (Z : ZMod N → ZMod N → ℂ) (x y : ZMod N) :
    ∑ d, ∑ b, integral Z 0 b 0 d * (χ (-(x * b)) * χ (-(y * d))) = Z x y := by
  have hN : (N : ℂ) ≠ 0 := Nat.cast_ne_zero.mpr (NeZero.ne N)
  -- invert the transform of the first electron
  have h1 : ∀ d, ∑ b, integral Z 0 b 0 d * (χ (-(x * b)) * χ (-(y * d))) =
      (∑ n, χ (n * d) * Z x n) * χ (-(y * d)) / N := by
    intro d
    have h := fourier_inversion (fun m => ∑ n, χ (n * d) * Z m n) x
    calc _ = (∑ b, (∑ m, χ (m * b) * ∑ n, χ (n * d) * Z m n) * χ (-(x * b))) *
          (χ (-(y * d)) / (N : ℂ) ^ 2) := by
          rw [Finset.sum_mul]
          refine Finset.sum_congr rfl fun b _ => ?_
          simp only [integral_eq_fourier, sub_zero]
          ring
      _ = _ := by
          rw [h]
          field_simp
  -- invert the transform of the second electron
  simp only [h1]
  rw [← Finset.sum_div, fourier_inversion (Z x) y, mul_div_cancel_left₀ _ hN]
```

If the rule holds, only $b=-d$ survives, leaving $Z(x,y)=\sum_d(0,-d|0,d)\,\omega^{(x-y)d}$, a function of $x-y$ alone. The other direction is `integral_translation_invariant`.

```lean
/-- All integrals with `a + c ≠ b + d` vanish exactly when the core matrix depends only on the
difference `m - n` of the two sites, taken modulo `N`. -/
theorem selection_rule_iff (Z : ZMod N → ZMod N → ℂ) :
    (∀ a b c d, a + c ≠ b + d → integral Z a b c d = 0) ↔
      ∃ V : ZMod N → ℂ, ∀ m n, Z m n = V (m - n) := by
  constructor
  · intro h
    refine ⟨fun r => ∑ d, integral Z 0 (-d) 0 d * χ (r * d), fun x y => ?_⟩
    rw [← core_reconstruction Z x y]
    refine Finset.sum_congr rfl fun d _ => ?_
    -- only the term b = -d survives
    rw [Finset.sum_eq_single (-d)]
    · rw [← AddChar.map_add_eq_mul, show -(x * -d) + -(y * d) = (x - y) * d by ring]
    · intro b _ hb
      rw [h 0 b 0 d (fun e => hb (by linear_combination -e)), zero_mul]
    · intro hd
      exact absurd (Finset.mem_univ _) hd
  · rintro ⟨V, hV⟩ a b c d h
    have hZ : Z = fun m n => V (m - n) := funext fun m => funext fun n => hV m n
    rw [hZ, integral_translation_invariant, if_neg h]
```

Q: Give me a formula I can check, say for a six-site model of the π electrons in benzene.

A: Take one site per carbon atom, six in all, and the exchange integral $(a,a{+}1|a{+}1,a)$, which satisfies the rule. The hypotheses `h5` and `h4` say $V(5)=V(1)$ and $V(4)=V(2)$: the interaction is the same clockwise and anticlockwise. With $\omega=e^{i\pi/3}$ we have $\omega+\omega^5=1$, $\omega^2+\omega^4=-1$ and $\omega^3=-1$, so the integral is $[V(0)+V(1)-V(2)-V(3)]/6$ for every $a$.

The proof computes $\omega$ from the cosine and sine of $\pi/3$, derives $\omega^2=\omega-1$, obtains the higher powers from that, and writes out the six terms.

```lean
/-- For a reflection-symmetric interaction on six sites, the exchange integral between orbitals `a`
and `a + 1` is `(V(0) + V(1) - V(2) - V(3)) / 6`. -/
theorem benzene_exchange (V : ZMod 6 → ℂ) (h5 : V 5 = V 1) (h4 : V 4 = V 2) (a : ZMod 6) :
    integral (fun m n => V (m - n)) a (a + 1) (a + 1) a = (V 0 + V 1 - V 2 - V 3) / 6 := by
  have hw : χ (1 : ZMod 6) = 1 / 2 + (Real.sqrt 3 : ℂ) / 2 * Complex.I := by
    have h := ZMod.stdAddChar_coe (N := 6) 1
    simp only [Int.cast_one] at h
    have e : 2 * (Real.pi : ℂ) * Complex.I * 1 / ((6 : ℕ) : ℂ) =
        ((Real.pi / 3 : ℝ) : ℂ) * Complex.I := by
      push_cast
      ring
    rw [h, e, Complex.exp_mul_I, ← Complex.ofReal_cos, ← Complex.ofReal_sin,
      Real.cos_pi_div_three, Real.sin_pi_div_three]
    push_cast
    ring
  have hs : (Real.sqrt 3 : ℂ) ^ 2 = 3 := by
    rw [← Complex.ofReal_pow, Real.sq_sqrt (by norm_num)]
    norm_num
  -- the sixth root of unity satisfies w² = w - 1
  have hq : χ (1 : ZMod 6) ^ 2 = χ (1 : ZMod 6) - 1 := by
    rw [hw]
    linear_combination (Complex.I ^ 2 / 4) * hs + 3 / 4 * Complex.I_sq
  have c2 : χ (2 : ZMod 6) = χ (1 : ZMod 6) - 1 := by
    rw [show (2 : ZMod 6) = 1 + 1 by decide, AddChar.map_add_eq_mul]
    linear_combination hq
  have c3 : χ (3 : ZMod 6) = -1 := by
    rw [show (3 : ZMod 6) = 2 + 1 by decide, AddChar.map_add_eq_mul, c2]
    linear_combination hq
  have c4 : χ (4 : ZMod 6) = -χ (1 : ZMod 6) := by
    rw [show (4 : ZMod 6) = 3 + 1 by decide, AddChar.map_add_eq_mul, c3]
    ring
  have c5 : χ (5 : ZMod 6) = 1 - χ (1 : ZMod 6) := by
    rw [show (5 : ZMod 6) = 4 + 1 by decide, AddChar.map_add_eq_mul, c4]
    linear_combination -hq
  have hsum : ∑ m : ZMod 6, V m * χ m = V 0 * χ (0 : ZMod 6) + V 1 * χ (1 : ZMod 6) +
      V 2 * χ (2 : ZMod 6) + V 3 * χ (3 : ZMod 6) + V 4 * χ (4 : ZMod 6) +
      V 5 * χ (5 : ZMod 6) :=
    Fin.sum_univ_six (fun m : ZMod 6 => V m * χ m)
  rw [integral_translation_invariant, if_pos (by ring)]
  simp only [phase_sub, add_sub_cancel_left, mul_one]
  rw [hsum, AddChar.map_zero_eq_one, c2, c3, c4, c5, h4, h5, Nat.cast_ofNat]
  ring

end

end RingHypercontraction
```

```lean
#print axioms RingHypercontraction.integral_translation_invariant
#print axioms RingHypercontraction.selection_rule_iff
#print axioms RingHypercontraction.benzene_exchange
```

```
'RingHypercontraction.integral_translation_invariant' depends on axioms: [propext, Classical.choice, Quot.sound]
'RingHypercontraction.selection_rule_iff' depends on axioms: [propext, Classical.choice, Quot.sound]
'RingHypercontraction.benzene_exchange' depends on axioms: [propext, Classical.choice, Quot.sound]
```
